# B-spline sums over a mesh are linear in an affine weight

A particle at a real position x on a line is spread over the integer mesh points k with weights M_n(x − k), where M_n is the cardinal B-spline of order n. The lemma says that if each mesh point also carries a factor a + b v(k), the sum over the mesh is a times the plain sum of the spline weights plus b times their sum weighted by v. Here a and b are any real numbers and v is any real function on the integers; only finitely many terms are nonzero, because the spline vanishes outside [0, n). The proof moves a and b inside their sums, joins the two sums into one, and compares the terms by algebra.

In Lean, a first try:

```lean
import Mathlib

namespace SumAffine

noncomputable section

/-- The cardinal B-spline `M_n` of order `n ≥ 1`: the indicator of `[0,1)` for `n = 1`, and the
two-term recursion for higher orders. The unused index `0` is set to zero. -/
def bspline : ℕ → ℝ → ℝ
  | 0, _ => 0
  | n + 1, x =>
      if n = 0 then (if 0 ≤ x ∧ x < 1 then 1 else 0)
      else (x * bspline n x + ((n : ℝ) + 1 - x) * bspline n (x - 1)) / (n : ℝ)

/-- The B-spline of order `n` vanishes outside `[0,n)`. -/
theorem bspline_eq_zero (n : ℕ) (x : ℝ) (hx : x ∉ Set.Ico (0 : ℝ) n) : bspline n x = 0 := by
  induction n generalizing x with
  | zero => rw [bspline]
  | succ N ih =>
    rw [bspline]
    by_cases hN : N = 0
    · rw [if_pos hN, if_neg]
      intro h
      exact hx ⟨h.1, by rw [hN]; simpa using h.2⟩
    · have h1 := ih x (fun h => hx ⟨h.1, by push_cast; linarith [h.2]⟩)
      have h2 := ih (x - 1) (fun h => hx ⟨by linarith [h.1], by push_cast; linarith [h.2]⟩)
      rw [if_neg hN, h1, h2, mul_zero, mul_zero, add_zero, zero_div]

/-- A particle at `x` reaches only finitely many mesh points `k`, whatever weights `g k` multiply
the spline, so the lattice sums below are finite sums. -/
theorem finite_support (n : ℕ) (x : ℝ) (g : ℤ → ℝ) :
    (Function.support fun k : ℤ => g k * bspline n (x - k)).Finite := by
  refine (Set.finite_Icc ⌊x - (n : ℝ)⌋ ⌈x⌉).subset fun k hk => ?_
  have hm : x - k ∈ Set.Ico (0 : ℝ) n := by
    by_contra hc
    apply hk
    change g k * bspline n (x - k) = 0
    rw [bspline_eq_zero n _ hc, mul_zero]
  have h1 : (⌊x - (n : ℝ)⌋ : ℝ) ≤ (k : ℝ) := by linarith [hm.2, Int.floor_le (x - (n : ℝ))]
  have h2 : (k : ℝ) ≤ (⌈x⌉ : ℝ) := by linarith [hm.1, Int.le_ceil x]
  exact ⟨by exact_mod_cast h1, by exact_mod_cast h2⟩

/-- Lattice sums are linear in the weight: the weight `a + b v` gives `a` times the plain sum
plus `b` times the sum with weight `v`. -/
theorem sum_affine (n : ℕ) (x a b : ℝ) (v : ℤ → ℝ) :
    ∑ᶠ k : ℤ, (a + b * v k) * bspline n (x - k)
      = a * ∑ᶠ k : ℤ, bspline n (x - k) + b * ∑ᶠ k : ℤ, v k * bspline n (x - k) := by
  have h1 : (Function.support fun k : ℤ => bspline n (x - k)).Finite := by
    simpa only [one_mul] using finite_support n x (fun _ => 1)
  have h3 : (Function.support fun k : ℤ => a * bspline n (x - k)).Finite :=
    finite_support n x (fun _ => a)
  have h4 : (Function.support fun k : ℤ => b * (v k * bspline n (x - k))).Finite := by
    simpa only [mul_assoc] using finite_support n x (fun k => b * v k)
  rw [mul_finsum _ _ h1, mul_finsum _ _ (finite_support n x v)]
  refine Eq.trans (finsum_congr fun k => ?_) (finsum_add_distrib h3 h4)
  ring

end

end SumAffine
```

The compiler's answer:

```
Main.lean:54:6: error: Function expected at
  mul_finsum ?m.127 ?m.128
but this term has type
  ?m.128 * ∑ᶠ (a : ?m.123), ?m.127 a = ∑ᶠ (a : ?m.123), ?m.128 * ?m.127 a

Note: Expected a function because this term is being applied to the argument
  h1
Main.lean:47:83: error: unsolved goals
n : ℕ
x a b : ℝ
v : ℤ → ℝ
h1 : (Function.support fun k => bspline n (x - ↑k)).Finite
h3 : (Function.support fun k => a * bspline n (x - ↑k)).Finite
h4 : (Function.support fun k => b * (v k * bspline n (x - ↑k))).Finite
⊢ ∑ᶠ (k : ℤ), (a + b * v k) * bspline n (x - ↑k) =
    a * ∑ᶠ (k : ℤ), bspline n (x - ↑k) + b * ∑ᶠ (k : ℤ), v k * bspline n (x - ↑k)
```

Cause. The first error is about the number of arguments. `mul_finsum` takes two explicit arguments, the summand and the constant, and with these it is already the equation that moves the constant inside the sum. The attempt gives it a third, the finiteness proof `h1`, and Lean objects that an equation is not a function and can't be applied to anything. The second error follows from the first: the `rw` failed, so the goal was left as it stood before that line.

The repair writes `rw [mul_finsum, mul_finsum]`, with no finiteness proofs, and lets Lean find the arguments by matching the goal. The first rewrite moves `a` inside its sum and the second moves `b`. The right side is then a sum of two `finsum`s, as the next line expects. That line uses `finsum_add_distrib`, which is still given its finiteness proofs `h3` and `h4`.

Removing `h1` is mere tidying, since only the failed rewrite used it.

This version goes through:

```diff
@@ -46,11 +46,10 @@
     ∑ᶠ k : ℤ, (a + b * v k) * bspline n (x - k)
       = a * ∑ᶠ k : ℤ, bspline n (x - k) + b * ∑ᶠ k : ℤ, v k * bspline n (x - k) := by
-  have h1 : (Function.support fun k : ℤ => bspline n (x - k)).Finite := by
-    simpa only [one_mul] using finite_support n x (fun _ => 1)
+
   have h3 : (Function.support fun k : ℤ => a * bspline n (x - k)).Finite :=
     finite_support n x (fun _ => a)
   have h4 : (Function.support fun k : ℤ => b * (v k * bspline n (x - k))).Finite := by
     simpa only [mul_assoc] using finite_support n x (fun k => b * v k)
-  rw [mul_finsum _ _ h1, mul_finsum _ _ (finite_support n x v)]
+  rw [mul_finsum, mul_finsum]
   refine Eq.trans (finsum_congr fun k => ?_) (finsum_add_distrib h3 h4)
   ring
```
